# The Hubbard $U$ update $U \mapsto U_{\text{scf}} - U/m$ converges from every start for $m \ge 2$ orbitals, but for $m = 1$ only from $U_{\text{scf}}/2$

A Hubbard $U$ that is computed by linear response and fed back into the next calculation may never settle: if one spin orbital holds all the charge and each round replaces $U$ by $U_{\text{scf}} - U$, with $U_{\text{scf}}$ a fixed non-zero interaction strength, a start from zero gives $0, U_{\text{scf}}, 0, U_{\text{scf}}, \dots$ without end. The Lean file below shows that in this linear model the trouble is confined to that case: when the charge is divided in fixed shares $w_i$ and no orbital holds all of it, the update becomes $U \mapsto U_{\text{scf}} - U\sum_i w_i^2$ and converges from every start.

```lean
import Mathlib

open Filter Topology

namespace LinearResponseU

noncomputable section

/-- The Hubbard correction `(U/2) ∑ nᵢ (1 - nᵢ)` for orbital occupations `nᵢ`. -/
def hubbardEnergy {ι : Type*} [Fintype ι] (U : ℝ) (n : ι → ℝ) : ℝ :=
  U / 2 * ∑ i, n i * (1 - n i)

/-- The sum of the squared shares `wᵢ` of the charge held by the orbitals. -/
def concentration {ι : Type*} [Fintype ι] (w : ι → ℝ) : ℝ := ∑ i, w i ^ 2

/-- One round of the linear-response iteration: the input `U` is replaced by `Uscf - p U`. -/
def nextU (Uscf p U : ℝ) : ℝ := Uscf - p * U

/-- The slope of the Hubbard correction in the total charge `N`, when orbital `i` holds `wᵢ N`. -/
theorem hubbardEnergy_slope {ι : Type*} [Fintype ι] (U : ℝ) (w : ι → ℝ) (N : ℝ) :
    HasDerivAt (fun M : ℝ => hubbardEnergy U (fun i => w i * M))
      (U / 2 * ((∑ i, w i) - 2 * concentration w * N)) N := by
  -- the energy is a quadratic polynomial in the charge
  have h : (fun M : ℝ => hubbardEnergy U (fun i => w i * M)) =
      fun M : ℝ => U / 2 * ((∑ i, w i) * M - concentration w * (M * M)) := by
    funext M
    unfold hubbardEnergy concentration
    congr 1
    rw [Finset.sum_mul, Finset.sum_mul, ← Finset.sum_sub_distrib]
    exact Finset.sum_congr rfl (fun i _ => by ring)
  rw [h]
  have h1 := ((hasDerivAt_id' N).const_mul (∑ i, w i)).fun_sub
    (((hasDerivAt_id' N).fun_mul (hasDerivAt_id' N)).const_mul (concentration w))
  exact (h1.const_mul (U / 2)).congr_deriv (by ring)

/-- The curvature of the Hubbard correction in the total charge is `-U ∑ wᵢ²`. -/
theorem hubbardEnergy_curvature {ι : Type*} [Fintype ι] (U : ℝ) (w : ι → ℝ) (N : ℝ) :
    HasDerivAt (deriv (fun M : ℝ => hubbardEnergy U (fun i => w i * M)))
      (-(U * concentration w)) N := by
  have h : deriv (fun M : ℝ => hubbardEnergy U (fun i => w i * M)) =
      fun M : ℝ => U / 2 * ((∑ i, w i) - 2 * concentration w * M) :=
    funext fun M => (hubbardEnergy_slope U w M).deriv
  rw [h]
  have h1 := (((hasDerivAt_id' N).const_mul (2 * concentration w)).const_sub
    (∑ i, w i)).const_mul (U / 2)
  exact h1.congr_deriv (by ring)

/-- Occupations `N/m` in `m` orbitals add up to the charge `N`, and the Hubbard correction
then has curvature `-U/m` in `N`. -/
theorem equal_spreading_curvature {m : ℕ} (hm : m ≠ 0) (U N : ℝ) :
    (∑ _i : Fin m, N / (m : ℝ)) = N ∧
    HasDerivAt (deriv (fun M : ℝ => hubbardEnergy U (fun _ : Fin m => M / (m : ℝ))))
      (-U / m) N := by
  have hm0 : (m : ℝ) ≠ 0 := Nat.cast_ne_zero.mpr hm
  constructor
  · rw [Finset.sum_const, Finset.card_univ, Fintype.card_fin, nsmul_eq_mul]
    field_simp
  · have hc : concentration (fun _ : Fin m => 1 / (m : ℝ)) = 1 / m := by
      unfold concentration
      rw [Finset.sum_const, Finset.card_univ, Fintype.card_fin, nsmul_eq_mul]
      field_simp
    have e : (fun M : ℝ => hubbardEnergy U (fun _ : Fin m => M / (m : ℝ))) =
        fun M : ℝ => hubbardEnergy U (fun _ : Fin m => 1 / (m : ℝ) * M) :=
      funext fun M => congrArg (hubbardEnergy U) (funext fun _ => by ring)
    have h := hubbardEnergy_curvature U (fun _ : Fin m => 1 / (m : ℝ)) N
    rw [hc] at h
    rw [e]
    exact h.congr_deriv (by ring)

/-- After `k` rounds the deviation of `U` from `Uscf/(1+p)` is the initial one times `(-p)^k`. -/
theorem iterate_nextU {p : ℝ} (hp : 1 + p ≠ 0) (Uscf U₀ : ℝ) (k : ℕ) :
    (nextU Uscf p)^[k] U₀ =
      Uscf / (1 + p) + (-p) ^ k * (U₀ - Uscf / (1 + p)) := by
  induction k with
  | zero => simp
  | succ k ih =>
    rw [Function.iterate_succ_apply', ih]
    unfold nextU
    -- the fixed-point equation
    have h : Uscf = (1 + p) * (Uscf / (1 + p)) := by field_simp
    linear_combination h

/-- For `|p| < 1` the iteration converges to `Uscf/(1+p)` from every starting value. -/
theorem tendsto_nextU {p : ℝ} (hp : |p| < 1) (Uscf U₀ : ℝ) :
    Tendsto (fun k : ℕ => (nextU Uscf p)^[k] U₀) atTop (𝓝 (Uscf / (1 + p))) := by
  have hp1 : 1 + p ≠ 0 := by
    intro h0
    have := (abs_lt.mp hp).1
    linarith
  have h := ((tendsto_pow_atTop_nhds_zero_of_abs_lt_one
    (r := -p) (by rwa [abs_neg])).mul_const (U₀ - Uscf / (1 + p))).const_add (Uscf / (1 + p))
  rw [zero_mul, add_zero] at h
  exact h.congr fun k => (iterate_nextU hp1 Uscf U₀ k).symm

/-- With the charge spread equally over `m ≥ 2` orbitals, the iteration `U ↦ Uscf - U/m`
converges to `m Uscf/(m+1)` from every starting value. -/
theorem equal_spreading_converges {m : ℕ} (hm : 2 ≤ m) (Uscf U₀ : ℝ) :
    Tendsto (fun k : ℕ => (nextU Uscf (1 / m))^[k] U₀) atTop
      (𝓝 (m * Uscf / (m + 1))) := by
  have h2 : (2 : ℝ) ≤ m := by exact_mod_cast hm
  have hm0 : (m : ℝ) ≠ 0 := by positivity
  have hp : |1 / (m : ℝ)| < 1 := by
    rw [abs_of_nonneg (by positivity), div_lt_one (by linarith)]
    linarith
  have h1 : 1 + 1 / (m : ℝ) = (m + 1) / m := by rw [add_div, div_self hm0]
  have e : Uscf / (1 + 1 / (m : ℝ)) = m * Uscf / (m + 1) := by
    rw [h1, div_div_eq_mul_div, mul_comm]
  rw [← e]
  exact tendsto_nextU hp Uscf U₀

/-- For a single orbital the iteration alternates between `U₀` and `Uscf - U₀`, and these
two values coincide exactly when `U₀ = Uscf/2`. -/
theorem one_orbital_cycle (Uscf U₀ : ℝ) :
    (∀ k : ℕ, (nextU Uscf 1)^[2 * k] U₀ = U₀ ∧
      (nextU Uscf 1)^[2 * k + 1] U₀ = Uscf - U₀) ∧
    (Uscf - U₀ = U₀ ↔ U₀ = Uscf / 2) := by
  have h : ∀ k : ℕ, (nextU Uscf 1)^[2 * k] U₀ = U₀ := by
    intro k
    induction k with
    | zero => simp
    | succ k ih =>
      rw [show 2 * (k + 1) = 2 * k + 1 + 1 by omega, Function.iterate_succ_apply',
        Function.iterate_succ_apply', ih]
      unfold nextU
      ring
  refine ⟨fun k => ⟨h k, ?_⟩, ⟨fun e => by linarith, fun e => by linarith⟩⟩
  rw [Function.iterate_succ_apply', h k]
  unfold nextU
  ring

/-- For a single orbital the iteration converges only from the starting value `Uscf/2`,
and from there it does. -/
theorem one_orbital_converges_iff (Uscf U₀ : ℝ) :
    (∃ L, Tendsto (fun k : ℕ => (nextU Uscf 1)^[k] U₀) atTop (𝓝 L)) ↔
      U₀ = Uscf / 2 := by
  constructor
  · rintro ⟨L, hL⟩
    -- the even rounds give L = U₀, the fixed-point equation gives L = Uscf - L
    have s : StrictMono (fun k : ℕ => 2 * k) := by
      intro a b hab
      show 2 * a < 2 * b
      omega
    have a : Tendsto (fun _ : ℕ => U₀) atTop (𝓝 L) :=
      (hL.comp s.tendsto_atTop).congr fun k => ((one_orbital_cycle Uscf U₀).1 k).1
    have b : Tendsto (fun k : ℕ => (nextU Uscf 1)^[k + 1] U₀) atTop (𝓝 (Uscf - L)) :=
      (hL.const_sub Uscf).congr fun k => by
        rw [Function.iterate_succ_apply']
        unfold nextU
        ring
    have e1 := tendsto_nhds_unique a tendsto_const_nhds
    have e2 := tendsto_nhds_unique b (hL.comp (tendsto_add_atTop_nat 1))
    linarith
  · intro h
    have hfix : nextU Uscf 1 U₀ = U₀ := by
      unfold nextU
      linarith
    exact ⟨U₀, tendsto_const_nhds.congr fun k => (Function.iterate_fixed hfix k).symm⟩

/-- For non-negative shares adding up to one, `∑ wᵢ²` is at most one, with equality exactly
when one orbital holds all the charge. -/
theorem concentration_le_one {ι : Type*} [Fintype ι] {w : ι → ℝ}
    (hw : ∀ i, 0 ≤ w i) (h1 : ∑ i, w i = 1) :
    concentration w ≤ 1 ∧ (concentration w = 1 ↔ ∃ i, w i = 1) := by
  have hle : ∀ i, w i ≤ 1 := fun i => by
    rw [← h1]
    exact Finset.single_le_sum (f := w) (fun j _ => hw j) (Finset.mem_univ i)
  have hnn : ∀ i ∈ Finset.univ, 0 ≤ w i - w i ^ 2 := fun i _ => by
    nlinarith [mul_nonneg (hw i) (sub_nonneg.2 (hle i))]
  have hs : ∑ i, (w i - w i ^ 2) = 1 - concentration w := by
    rw [Finset.sum_sub_distrib, h1]
    rfl
  have hC : concentration w ≤ 1 := by
    have := Finset.sum_nonneg hnn
    linarith
  refine ⟨hC, fun h => ?_, fun ⟨i, hi⟩ => le_antisymm hC ?_⟩
  · -- every term w(1 - w) vanishes, and some share is not zero
    have hz := (Finset.sum_eq_zero_iff_of_nonneg hnn).mp (by rw [hs, h, sub_self])
    obtain ⟨i, hi, hne⟩ := Finset.exists_ne_zero_of_sum_ne_zero
      (show ∑ i, w i ≠ 0 by rw [h1]; exact one_ne_zero)
    refine ⟨i, mul_left_cancel₀ hne ?_⟩
    linear_combination -(hz i hi)
  · have := Finset.single_le_sum (f := fun j => w j ^ 2)
      (fun j _ => sq_nonneg (w j)) (Finset.mem_univ i)
    simp only [hi, one_pow] at this
    exact this

/-- For any non-negative shares adding up to one, the iteration converges to
`Uscf/(1 + ∑ wᵢ²)` from every starting value exactly when no orbital holds all the charge. -/
theorem converges_iff_charge_shared {ι : Type*} [Fintype ι] {w : ι → ℝ}
    (hw : ∀ i, 0 ≤ w i) (h1 : ∑ i, w i = 1) (Uscf : ℝ) :
    (∀ U₀, Tendsto (fun k : ℕ => (nextU Uscf (concentration w))^[k] U₀) atTop
      (𝓝 (Uscf / (1 + concentration w)))) ↔ ∀ i, w i ≠ 1 := by
  obtain ⟨hC, hiff⟩ := concentration_le_one hw h1
  constructor
  · intro h i hi
    -- a single occupied orbital gives the two-cycle
    have t := h (Uscf / 2 + 1)
    rw [hiff.mpr ⟨i, hi⟩] at t
    have := (one_orbital_converges_iff Uscf (Uscf / 2 + 1)).mp ⟨_, t⟩
    linarith
  · intro h U₀
    have hlt : concentration w < 1 := lt_of_le_of_ne hC fun e => by
      obtain ⟨i, hi⟩ := hiff.mp e
      exact h i hi
    have h0 : 0 ≤ concentration w := Finset.sum_nonneg fun i _ => sq_nonneg (w i)
    exact tendsto_nextU (by rwa [abs_of_nonneg h0]) Uscf U₀

end

end LinearResponseU
```

```lean
#print axioms LinearResponseU.equal_spreading_curvature
#print axioms LinearResponseU.equal_spreading_converges
#print axioms LinearResponseU.one_orbital_converges_iff
#print axioms LinearResponseU.converges_iff_charge_shared
```

```
'LinearResponseU.equal_spreading_curvature' depends on axioms: [propext, Classical.choice, Quot.sound]
'LinearResponseU.equal_spreading_converges' depends on axioms: [propext, Classical.choice, Quot.sound]
'LinearResponseU.one_orbital_converges_iff' depends on axioms: [propext, Classical.choice, Quot.sound]
'LinearResponseU.converges_iff_charge_shared' depends on axioms: [propext, Classical.choice, Quot.sound]
```

## The energy, the shares and the update in Lean

The orbitals are spin orbitals, so a spatial orbital open to both spins counts as two. They are labelled by a finite type `ι`, and orbital $i$ has the real occupation $n_i$. The function `hubbardEnergy U n` is the correction

$$E = \frac{U}{2} \sum_i n_i (1 - n_i).$$

A total charge $N$ is divided in fixed shares $w_i$, so that $n_i = w_i N$. The quantity `concentration w` is $p = \sum_i w_i^2$, which measures how strongly the charge is gathered in few orbitals. For $m$ equal shares, with `Fin m` as the set of orbitals, every $w_i$ is $1/m$.

`HasDerivAt f f' N` says that $f$ is differentiable at $N$ with derivative $f'$. The curvature theorems apply this to `deriv` of the energy, so they give its second derivative in $N$: $-Up$ for general shares and $-U/m$ for equal ones. The equal-share theorem needs only $m \ne 0$, and it also confirms that the occupations add up to $N$.

The function `nextU Uscf p U` is $U_{\text{scf}} - pU$, and `(nextU Uscf p)^[k] U₀` is the value $U_k$ reached after $k$ rounds from $U_0$. Convergence is written with `Tendsto ... atTop (𝓝 L)`, meaning $U_k \to L$ as $k \to \infty$. The theorem `equal_spreading_converges` takes $p = 1/m$ with $m \ge 2$ and gives the limit $mU_{\text{scf}}/(m+1)$. The two theorems on a single orbital set $p = 1$, the value of $1/m$ at $m = 1$. The last theorem allows any non-negative shares with sum one, and says that $U_k \to U_{\text{scf}}/(1+p)$ from every start exactly when no $w_i$ equals one.

## A constant $U_{\text{scf}}$ and a frozen division of charge

The update comes from reading the curvature of the total energy as the next $U$. The underlying density functional contributes $U_{\text{scf}}$, which stands for the effective on-site interaction between the electrons. The correction already switched on, with strength $U_{\text{in}}$, contributes $-pU_{\text{in}}$. Their sum is

$$U_{\text{next}} = U_{\text{scf}} - p\,U_{\text{in}}.$$

A scheme that leaves the correction's own curvature out of the next $U$ doesn't follow this rule: with a constant $U_{\text{scf}}$ it returns $U_{\text{scf}}$ in every round. The file proves the second contribution and takes the rule itself as a definition. It contains no response matrices, no bare Kohn–Sham response to subtract and no self-consistent density.

Two idealisations carry the model. $U_{\text{scf}}$ has the same value in every round, although in a real calculation the electronic state, and with it the interaction, may change with $U_{\text{in}}$. The shares stay the same while $N$ varies and from one round to the next. This matters for a shell with filled orbitals: if these keep their occupations and a single other orbital takes up every change of $N$, the curvature is $-U$ and the update is that of $m = 1$, although the charge is shared. The occupations are plain numbers, one for each orbital, so any off-diagonal part of an occupation matrix is absent. Neither the sign of $U$ nor the range of $N$ is restricted.

For a DFT+U calculation that uses this update and meets both idealisations exactly, the result means that an alternating $U$ with one active orbital is a property of the update, which further rounds don't repair. A small departure from the idealisations can change this, because a deviation multiplied by $-1$ in each round lies on the border between decay and growth. Within the model, the result also means that for $m \ge 2$ equal shares and $U_{\text{scf}} \ne 0$ the feedback settles at $mU_{\text{scf}}/(m+1)$ and not at $U_{\text{scf}}$ itself.

## Two derivatives of a quadratic

Inserting $n_i = w_i N$ gives

$$E(N) = \frac{U}{2} \sum_i \left(w_i N - w_i^2 N^2\right) = \frac{U}{2}\left(N \sum_i w_i - p N^2\right).$$

The first and second derivatives are

$$E'(N) = \frac{U}{2}\left(\sum_i w_i - 2pN\right), \qquad E''(N) = -Up.$$

In `hubbardEnergy_slope`, the equation `h` is this expansion: the factors of the charge are moved into the sums, and `ring` compares the terms orbital by orbital. The rules for products and constant factors then give the slope. Since this holds at every charge, `hubbardEnergy_curvature` can replace the function `deriv` by the linear expression for $E'$ and differentiate once more.

For equal shares, $p = m \cdot (1/m)^2 = 1/m$, which is the equation `hc` in `equal_spreading_curvature`. The rest of that proof rewrites $M/m$ as $(1/m)M$, so that the general theorem applies.

## Each round multiplies the deviation by $-p$

A fixed point $U_*$ of the update satisfies $U_* = U_{\text{scf}} - pU_*$, so for $p \ne -1$ it is

$$U_* = \frac{U_{\text{scf}}}{1+p}.$$

Replacing $U_{\text{scf}}$ by $(1+p)U_*$ in the update gives

$$U_{k+1} - U_* = (1+p)U_* - pU_k - U_* = -p\,(U_k - U_*),$$

and therefore

$$U_k = U_* + (-p)^k (U_0 - U_*).$$

The theorem `iterate_nextU` proves this formula by induction on $k$. Its step peels off the last round, inserts the formula for $k$, and closes the algebra with the fixed-point equation through `linear_combination h`.

If $|p| < 1$, then $(-p)^k \to 0$ and $U_k \to U_*$. In `tendsto_nextU` the limit of the powers comes from Mathlib; multiplying by the initial deviation and adding $U_*$ gives the limit of the whole expression, which is then identified with the iterates.

For $m \ge 2$ equal shares, $p = 1/m$ lies below one, and

$$U_* = \frac{U_{\text{scf}}}{1 + 1/m} = \frac{m\,U_{\text{scf}}}{m+1}.$$

The proof of `equal_spreading_converges` consists of these two checks, `hp` and `e`, followed by the general convergence theorem.

## One orbital returns to its start after two rounds

For $p = 1$ the deviation changes sign in each round and keeps its size. Directly from the update,

$$U_1 = U_{\text{scf}} - U_0, \qquad U_2 = U_{\text{scf}} - (U_{\text{scf}} - U_0) = U_0.$$

So $U_{2k} = U_0$ and $U_{2k+1} = U_{\text{scf}} - U_0$ for all $k \ge 0$. The two values agree exactly when $U_0 = U_{\text{scf}}/2$. In `one_orbital_cycle` an induction handles the even rounds, taking two steps of the update at a time, and one more step gives the odd rounds.

Suppose now that the sequence converges to some $L$. Its even members are all $U_0$, so $L = U_0$. Taking the limit on both sides of $U_{k+1} = U_{\text{scf}} - U_k$ gives $L = U_{\text{scf}} - L$. Together these give $U_0 = U_{\text{scf}}/2$. Conversely, this start is a fixed point, so the sequence is constant and converges.

The proof of `one_orbital_converges_iff` follows the same argument. The statement `a` is the limit along the even rounds and `b` is the limit of the shifted sequence. Uniqueness of limits turns them into the two equations `e1` and `e2`, and `linarith` combines these.

## Unequal shares converge unless one of them is one

Let the shares be non-negative with sum one. No share can exceed the sum, so $0 \le w_i \le 1$ and each term $w_i - w_i^2 = w_i(1 - w_i)$ is non-negative. Adding the terms gives

$$\sum_i w_i(1 - w_i) = 1 - p \ge 0,$$

hence $p \le 1$. If $p = 1$, a sum of non-negative terms is zero, so each term vanishes and every share is zero or one. They can't all be zero, because they add up to one, so some share is one. In the other direction, if $w_i = 1$ for some $i$, then $p \ge w_i^2 = 1$, and with $p \le 1$ this gives $p = 1$.

In `concentration_le_one`, `hnn` says that the terms are non-negative and `hs` evaluates their sum. For the equality case the proof picks a non-zero share and cancels it from $w_i \cdot w_i = w_i \cdot 1$.

The final theorem, `converges_iff_charge_shared`, joins the two regimes. If no share is one, then $0 \le p < 1$ and the deviation dies out from every start. If some share is one, then $p = 1$, and the start $U_{\text{scf}}/2 + 1$ serves as a counterexample: convergence from it would force it to equal $U_{\text{scf}}/2$.
